# The inverse Wilson G matrix for the bond stretches of a linear chain

Consider n + 1 atoms on a line, numbered 0 to n, with positive masses m_0, …, m_n. Bond j joins atoms j and j + 1, so the n bonds are numbered 0 to n − 1. If x_i is the displacement of atom i along the line, the stretch of bond j is

s_j = x_(j+1) − x_j.

The matrix B takes displacements to stretches, s = B x. With M the diagonal matrix of the masses, the Wilson matrix is

G = B M⁻¹ Bᵀ.

Write S_a = m_0 + … + m_(a−1) for the mass of the first a atoms, with S_0 = 0, and m_tot = S_(n+1) for the total mass.

## Left mass times right mass over total mass

G is invertible, and for j ≤ k

(G⁻¹)_jk = (G⁻¹)_kj = (m_0 + … + m_j)(m_(k+1) + … + m_n) / m_tot.

The first factor is the mass to the left of bond j, the second the mass to the right of bond k. For two atoms the single entry is the reduced mass.

In Wilson's GF method the harmonic frequencies follow from the eigenvalues of G times the force-constant matrix, and G⁻¹ gives the kinetic energy in internal coordinates; here both are restricted to stretches of a chain moving along its axis.

**Entries of G.** Row j of B has −1 at atom j and +1 at atom j + 1. Summing B_ji B_ki / m_i over the atoms i gives

G_jj = 1/m_j + 1/m_(j+1),
G_j,j+1 = G_j+1,j = −1/m_(j+1),

and zero for bonds that share no atom.

**The inverse.** Let K be the proposed inverse and fix a bond k. Column k of K consists of the values K_lk = f(l + 1), where

f(a) = S_min(a,k+1) (m_tot − S_max(a,k+1)) / m_tot.

This function also has values at the chain ends, f(0) = f(n + 1) = 0. Atom i is the right end of bond i − 1 and the left end of bond i, so

(Bᵀ K_·k)_i = f(i) − f(i + 1),

and the zero end values make this correct for atoms 0 and n too. Now divide by the mass. For an atom a ≤ k,

(f(a) − f(a + 1)) / m_a = (S_a − S_(a+1))(m_tot − S_(k+1)) / (m_a m_tot) = −(m_tot − S_(k+1)) / m_tot,

and for a > k,

(f(a) − f(a + 1)) / m_a = S_(k+1)(S_(a+1) − S_a) / (m_a m_tot) = S_(k+1) / m_tot.

The result is constant on each side of bond k. Applying B gives zero at every other bond, and at bond k

S_(k+1)/m_tot + (m_tot − S_(k+1))/m_tot = 1.

Hence G K = 1, and since the matrices are square, K = G⁻¹. Physically, column k lists the bond forces, counted positive when they push the two atoms of a bond apart, that give the stretch of bond k unit acceleration and every other stretch none.

**Equal masses.** If every mass is μ, the two partial masses are (j + 1)μ and (n − k)μ, so for j ≤ k

(G⁻¹)_jk = μ (j + 1)(n − k) / (n + 1).

**Kinetic energy.** Let v be the atomic velocities, P = Σ m_i v_i the total momentum and ṡ = B v the bond velocities. Then

Σ m_i v_i² = P²/m_tot + ṡᵀ G⁻¹ ṡ.

To see this, set w = G⁻¹ ṡ and u = M⁻¹ Bᵀ w. Then B u = G w = B v, so v − u has the same value c on all atoms. The part u carries no momentum, because

Σ m_i u_i = Σ (Bᵀ w)_i = w · B(1, …, 1) = 0.

Therefore P = c m_tot, and

Σ m_i v_i² = Σ m_i u_i² + 2c Σ m_i u_i + c² m_tot = Σ m_i u_i² + P²/m_tot.

Finally, Σ m_i u_i² = (Bᵀ w) · u = w · B u = w · ṡ = ṡᵀ G⁻¹ ṡ.

## The chain and its matrices in Lean

```lean
import Mathlib

open Matrix

namespace LinearChainWilsonG

noncomputable section
```

Bonds are indexed by `Fin n` and atoms by `Fin (n + 1)`. For a bond `j`, `j.castSucc` is its left atom and `j.succ` its right atom.

```lean
/-- The Wilson B matrix of a linear chain of `n + 1` atoms: bond `j` joins atoms `j` and `j + 1`,
and its stretch is the displacement of atom `j + 1` minus that of atom `j`. -/
def bondB (n : ℕ) : Matrix (Fin n) (Fin (n + 1)) ℝ :=
  Matrix.of fun j i => (if i = j.succ then 1 else 0) - (if i = j.castSucc then 1 else 0)
```

Displacements are real numbers along one axis. In a molecule whose atoms also move off the axis, the change in bond length equals x_(j+1) − x_j only to first order in small displacements; that identification is the step from this model to a real linear molecule.

```lean
/-- The Wilson G matrix `B M⁻¹ Bᵀ` of the chain with nonzero masses `m 0, ..., m n`. -/
def chainG (n : ℕ) (m : ℕ → ℝ) : Matrix (Fin n) (Fin n) ℝ :=
  bondB n * Matrix.diagonal (fun i : Fin (n + 1) => 1 / m i) * (bondB n)ᵀ
```

G is defined from B and the masses, so its tridiagonal form is a theorem below. The masses are a function on all natural numbers, of which only the values at 0, …, n enter.

```lean
/-- The total mass of the first `a` atoms. -/
def massOfFirst (m : ℕ → ℝ) (a : ℕ) : ℝ := ∑ i ∈ Finset.range a, m i
```

This is S_a. The candidate K is written with it, using a minimum and a maximum to treat both orders of the two bonds at once.

```lean
/-- The mass to the left of the leftmost of two bonds, times the mass to the right of the
rightmost, divided by the total mass, which must be nonzero. -/
def chainInv (n : ℕ) (m : ℕ → ℝ) : Matrix (Fin n) (Fin n) ℝ :=
  Matrix.of fun j k => massOfFirst m (min ((j : ℕ) + 1) ((k : ℕ) + 1)) *
    (massOfFirst m (n + 1) - massOfFirst m (max ((j : ℕ) + 1) ((k : ℕ) + 1))) /
    massOfFirst m (n + 1)
```

## The action of B and the entries of G

```lean
/-- The B matrix turns atomic displacements into differences between neighbours. -/
theorem bondB_mulVec {n : ℕ} (x : Fin (n + 1) → ℝ) (j : Fin n) :
    (bondB n *ᵥ x) j = x j.succ - x j.castSucc := by
  simp [bondB, Matrix.mulVec, dotProduct, sub_mul, Finset.sum_sub_distrib]
```

The two indicator functions in `bondB` each select one term of the sum, which leaves the difference between neighbours.

```lean
/-- The G matrix is tridiagonal: a diagonal entry is the sum of the inverse masses of the two
bonded atoms, and neighbouring bonds couple through minus the inverse mass of the shared atom. -/
theorem chainG_apply {n : ℕ} (m : ℕ → ℝ) (j k : Fin n) :
    chainG n m j k =
      if (j : ℕ) = k then 1 / m j + 1 / m (j + 1)
      else if (j : ℕ) + 1 = k then -(1 / m (j + 1))
      else if (k : ℕ) + 1 = j then -(1 / m j) else 0 := by
  have h : chainG n m j k =
      (bondB n *ᵥ fun i : Fin (n + 1) => 1 / m i * bondB n k i) j := by
    rw [chainG, Matrix.mul_apply]
    simp only [Matrix.mul_diagonal, Matrix.transpose_apply, Matrix.mulVec, dotProduct, mul_assoc]
  have h1 : ((j.succ : Fin (n + 1)) : ℕ) = j + 1 := rfl
  have h2 : ((j.castSucc : Fin (n + 1)) : ℕ) = j := rfl
  have h3 : ((k.succ : Fin (n + 1)) : ℕ) = k + 1 := rfl
  have h4 : ((k.castSucc : Fin (n + 1)) : ℕ) = k := rfl
  rw [h, bondB_mulVec]
  simp only [bondB, Matrix.of_apply, Fin.ext_iff, h1, h2, h3, h4]
  split_ifs <;> first | omega | ring
```

The cases of the statement are the same bond, the next bond to the right, the next bond to the left, and all others. The proof writes the entry as B acting on row `k` of B divided by the masses, applies the previous lemma, and checks each case.

```lean
/-- G acts in three steps: bond forces become atomic forces, these are divided by the masses,
and the resulting accelerations are turned into bond accelerations. -/
theorem chainG_mulVec {n : ℕ} (m : ℕ → ℝ) (x : Fin n → ℝ) :
    chainG n m *ᵥ x = bondB n *ᵥ fun i : Fin (n + 1) => (x ᵥ* bondB n) i / m i := by
  rw [chainG, ← Matrix.mulVec_mulVec, ← Matrix.mulVec_mulVec, Matrix.mulVec_transpose]
  congr 1
  ext i
  rw [Matrix.mulVec_diagonal]
  ring
```

This splits the action of G into the three steps used by hand: Bᵀ, division by the masses, and B. Lean's `x ᵥ* bondB n` is the row vector x times B, which is Bᵀ x.

```lean
/-- For bond values `f 1, ..., f n`, listed from left to right and continued by `f 0 = 0` and
`f (n + 1) = 0`, the transpose of B gives on each atom the value on its left minus the value on its
right. -/
theorem vecMul_bondB {n : ℕ} (f : ℕ → ℝ) (h0 : f 0 = 0) (h1 : f (n + 1) = 0)
    (i : Fin (n + 1)) :
    ((fun j : Fin n => f ((j : ℕ) + 1)) ᵥ* bondB n) i = f i - f ((i : ℕ) + 1) := by
  have hB : ∀ j : Fin n, bondB n j i =
      (if (i : ℕ) = (j : ℕ) + 1 then 1 else 0) - (if (i : ℕ) = (j : ℕ) then 1 else 0) := by
    intro j
    simp [bondB, Fin.ext_iff]
  have e1 : ∑ j : Fin n, (if (i : ℕ) = (j : ℕ) + 1 then f ((j : ℕ) + 1) else 0) = f i := by
    rw [← Finset.sum_range (fun j => if (i : ℕ) = j + 1 then f (j + 1) else 0)]
    have h := Finset.sum_range_succ' (fun j => if (i : ℕ) = j then f j else 0) n
    rw [Finset.sum_ite_eq, if_pos (Finset.mem_range.2 i.2)] at h
    simp only [h0, ite_self, add_zero] at h
    exact h.symm
  have e2 : ∑ j : Fin n, (if (i : ℕ) = (j : ℕ) then f ((j : ℕ) + 1) else 0)
      = f ((i : ℕ) + 1) := by
    rw [← Finset.sum_range (fun j => if (i : ℕ) = j then f (j + 1) else 0), Finset.sum_ite_eq]
    split_ifs with h
    · rfl
    · rw [Finset.mem_range] at h
      have hi : (i : ℕ) = n := by have := i.2; omega
      rw [hi, h1]
  simp only [Matrix.vecMul, dotProduct, hB, mul_sub, mul_ite, mul_one, mul_zero,
    Finset.sum_sub_distrib, e1, e2]
```

This is the formula f(i) − f(i + 1). The sum `e1` picks out the bond to the left of atom `i` and `e2` the bond to its right; where an end atom has no such bond, `h0` or `h1` supplies the zero. When the values of f are read as bond forces, a positive value pushes the two atoms of its bond apart.

## The product with the proposed inverse

```lean
/-- For positive masses, G times the matrix of left and right masses is the identity. -/
theorem chainG_mul_chainInv {n : ℕ} {m : ℕ → ℝ} (hm : ∀ i ≤ n, 0 < m i) :
    chainG n m * chainInv n m = 1 := by
  have hM : massOfFirst m (n + 1) ≠ 0 :=
    (Finset.sum_pos (fun i hi => hm i (Nat.le_of_lt_succ (Finset.mem_range.1 hi)))
      ⟨0, by simp⟩).ne'
  ext j k
  have hj := j.2
  have hk := k.2
  -- column `k` of the proposed inverse, continued to the chain ends
  obtain ⟨f, hf⟩ : ∃ f : ℕ → ℝ, ∀ a, f a = massOfFirst m (min a ((k : ℕ) + 1)) *
      (massOfFirst m (n + 1) - massOfFirst m (max a ((k : ℕ) + 1))) /
      massOfFirst m (n + 1) := ⟨_, fun _ => rfl⟩
  have h0 : f 0 = 0 := by rw [hf]; simp [massOfFirst]
  have h1 : f (n + 1) = 0 := by
    rw [hf, max_eq_left (show (k : ℕ) + 1 ≤ n + 1 by omega)]; simp
  have hcol : (fun l => chainInv n m l k) = fun l : Fin n => f ((l : ℕ) + 1) := by
    ext l
    rw [hf]
    rfl
  -- the atomic accelerations take one value on each side of bond `k`
  have hC : ∀ a ≤ n, (f a - f (a + 1)) / m a = if a ≤ (k : ℕ)
      then -(massOfFirst m (n + 1) - massOfFirst m ((k : ℕ) + 1)) / massOfFirst m (n + 1)
      else massOfFirst m ((k : ℕ) + 1) / massOfFirst m (n + 1) := by
    intro a ha
    have hma := (hm a ha).ne'
    have hS : massOfFirst m (a + 1) = massOfFirst m a + m a := Finset.sum_range_succ m a
    rw [div_eq_iff hma, hf, hf]
    split_ifs with h
    · rw [min_eq_left (show a ≤ (k : ℕ) + 1 by omega),
        min_eq_left (show a + 1 ≤ (k : ℕ) + 1 by omega),
        max_eq_right (show a ≤ (k : ℕ) + 1 by omega),
        max_eq_right (show a + 1 ≤ (k : ℕ) + 1 by omega), hS]
      ring
    · rw [min_eq_right (show (k : ℕ) + 1 ≤ a by omega),
        min_eq_right (show (k : ℕ) + 1 ≤ a + 1 by omega),
        max_eq_left (show (k : ℕ) + 1 ≤ a by omega),
        max_eq_left (show (k : ℕ) + 1 ≤ a + 1 by omega), hS]
      ring
  change (chainG n m *ᵥ fun l => chainInv n m l k) j = _
  rw [hcol, chainG_mulVec, bondB_mulVec]
  simp only [vecMul_bondB f h0 h1]
  change (f ((j : ℕ) + 1) - f ((j : ℕ) + 1 + 1)) / m ((j : ℕ) + 1)
    - (f (j : ℕ) - f ((j : ℕ) + 1)) / m (j : ℕ) = _
  rw [hC _ (by omega), hC _ (by omega), Matrix.one_apply]
  simp only [Fin.ext_iff]
  -- the jump across bond `j` is one for `j = k` and zero otherwise
  rcases lt_trichotomy (j : ℕ) (k : ℕ) with h | h | h
  · rw [if_pos (show (j : ℕ) + 1 ≤ k by omega), if_pos h.le, if_neg h.ne, sub_self]
  · rw [if_neg (show ¬ (j : ℕ) + 1 ≤ k by omega), if_pos h.le, if_pos h, ← sub_div,
      div_eq_iff hM]
    ring
  · rw [if_neg (show ¬ (j : ℕ) + 1 ≤ k by omega), if_neg (show ¬ (j : ℕ) ≤ k by omega),
      if_neg h.ne', sub_self]
```

The hypothesis `hm` says that the masses of atoms 0 to n are positive. The function `f` is column `k` continued to the chain ends, and `hC` is the pair of constant values to the left and right of bond `k`. The last three cases place bond `j` to the left of `k`, at `k`, or to its right, and give the differences 0, 1 and 0.

```lean
/-- For positive masses the G matrix of the linear chain is invertible. For `j ≤ k` the `(j, k)`
and `(k, j)` entries of its inverse are the mass to the left of bond `j` times the mass to the
right of bond `k`, divided by the total mass. -/
theorem chainG_inverse {n : ℕ} {m : ℕ → ℝ} (hm : ∀ i ≤ n, 0 < m i) :
    IsUnit (chainG n m).det ∧ ∀ j k : Fin n, j ≤ k →
      (chainG n m)⁻¹ j k = (∑ i ∈ Finset.range (j + 1), m i) *
        (∑ i ∈ Finset.Ico ((k : ℕ) + 1) (n + 1), m i) / ∑ i ∈ Finset.range (n + 1), m i ∧
      (chainG n m)⁻¹ k j = (chainG n m)⁻¹ j k := by
  have h := chainG_mul_chainInv hm
  refine ⟨Matrix.isUnit_det_of_right_inverse h, fun j k hjk => ?_⟩
  have hk := k.2
  have hle : (j : ℕ) + 1 ≤ (k : ℕ) + 1 := Nat.succ_le_succ hjk
  rw [Matrix.inv_eq_right_inv h,
    Finset.sum_Ico_eq_sub m (show (k : ℕ) + 1 ≤ n + 1 by omega)]
  constructor
  · simp only [chainInv, Matrix.of_apply, massOfFirst, min_eq_left hle, max_eq_right hle]
  · simp only [chainInv, Matrix.of_apply, min_comm, max_comm]
```

The first part of the theorem, `IsUnit (chainG n m).det`, says that the determinant is nonzero, so `(chainG n m)⁻¹` is a true inverse. The second gives the entry for `j ≤ k` and its equality with the transposed one. `Finset.range (j + 1)` runs over atoms 0 to j, and `Finset.Ico ((k : ℕ) + 1) (n + 1)` over atoms k + 1 to n. The proof identifies the inverse with `chainInv` and rewrites the right-hand mass as a difference of partial sums. The value n = 0 is allowed: it describes one atom and an empty G.

```lean
/-- For `n + 1` atoms of equal positive mass `μ` and `j ≤ k`, the inverse G matrix has the entry
`μ (j + 1) (n - k) / (n + 1)`, with bonds counted from zero. -/
theorem chainG_inverse_equal_masses {n : ℕ} {μ : ℝ} (hμ : 0 < μ) (j k : Fin n) (hjk : j ≤ k) :
    (chainG n fun _ => μ)⁻¹ j k = μ * ((j : ℝ) + 1) * ((n : ℝ) - k) / ((n : ℝ) + 1) := by
  have hk := k.2
  have hc : ((n + 1 - ((k : ℕ) + 1) : ℕ) : ℝ) = (n : ℝ) - k := by
    rw [Nat.cast_sub (by omega)]
    push_cast
    ring
  rw [((chainG_inverse (fun _ _ => hμ)).2 j k hjk).1]
  simp only [Finset.sum_const, Finset.card_range, Nat.card_Ico, nsmul_eq_mul, hc]
  push_cast
  field_simp
```

Here the sums of a constant become numbers of atoms times μ, and one factor μ cancels against the total mass.

## Translation and internal motion

```lean
/-- For positive masses, twice the kinetic energy of motion along the chain is the squared total
momentum over the total mass plus the quadratic form of `G⁻¹` in the bond velocities. -/
theorem kinetic_energy_split {n : ℕ} {m : ℕ → ℝ} (hm : ∀ i ≤ n, 0 < m i)
    (v : Fin (n + 1) → ℝ) :
    ∑ i : Fin (n + 1), m i * v i ^ 2 =
      (∑ i : Fin (n + 1), m i * v i) ^ 2 / (∑ i : Fin (n + 1), m i) +
      (bondB n *ᵥ v) ⬝ᵥ ((chainG n m)⁻¹ *ᵥ (bondB n *ᵥ v)) := by
  have hpos : ∀ i : Fin (n + 1), 0 < m i := fun i => hm i (Nat.le_of_lt_succ i.2)
  have hM : (∑ i : Fin (n + 1), m i) ≠ 0 :=
    (Finset.sum_pos (fun i _ => hpos i) Finset.univ_nonempty).ne'
  obtain ⟨w, hw⟩ : ∃ w, w = (chainG n m)⁻¹ *ᵥ (bondB n *ᵥ v) := ⟨_, rfl⟩
  have hGw : chainG n m *ᵥ w = bondB n *ᵥ v := by
    rw [hw, Matrix.mulVec_mulVec, Matrix.mul_nonsing_inv _ (chainG_inverse hm).1,
      Matrix.one_mulVec]
  rw [← hw]
  -- `u` is the internal part of the velocities
  obtain ⟨u, hu⟩ : ∃ u : Fin (n + 1) → ℝ, u = fun i => (w ᵥ* bondB n) i / m i := ⟨_, rfl⟩
  rw [chainG_mulVec, ← hu] at hGw
  have hp : ∀ i, (w ᵥ* bondB n) i = m i * u i := by
    intro i
    rw [hu]
    exact (mul_div_cancel₀ _ (hpos i).ne').symm
  -- equal bond velocities: `v` and `u` differ by a uniform translation
  have hstep : ∀ i, v i - u i = v 0 - u 0 := by
    intro i
    induction i using Fin.induction with
    | zero => rfl
    | succ j ih =>
      have h := congrFun hGw j
      rw [bondB_mulVec, bondB_mulVec] at h
      linarith
  obtain ⟨c, hc⟩ : ∃ c, ∀ i, v i = u i + c :=
    ⟨v 0 - u 0, fun i => by linarith [hstep i]⟩
  -- the internal part carries no momentum
  have hsum : ∑ i : Fin (n + 1), m i * u i = 0 := by
    have hB1 : bondB n *ᵥ (fun _ => (1 : ℝ)) = 0 := by
      ext j
      rw [bondB_mulVec]
      simp
    have h := Matrix.dotProduct_mulVec w (bondB n) (fun _ => (1 : ℝ))
    rw [hB1, dotProduct_zero] at h
    simp only [dotProduct, hp, mul_one] at h
    exact h.symm
  have hen : (bondB n *ᵥ v) ⬝ᵥ w = ∑ i : Fin (n + 1), m i * u i * u i := by
    rw [← hGw, dotProduct_comm, Matrix.dotProduct_mulVec]
    simp only [dotProduct, hp]
  have hP : ∑ i : Fin (n + 1), m i * v i = c * ∑ i : Fin (n + 1), m i := by
    rw [← zero_add (c * _), ← hsum, Finset.mul_sum, ← Finset.sum_add_distrib]
    refine Finset.sum_congr rfl fun i _ => ?_
    rw [hc i]
    ring
  have hT : ∑ i : Fin (n + 1), m i * v i ^ 2 = ∑ i : Fin (n + 1), m i * u i * u i
      + 2 * c * ∑ i : Fin (n + 1), m i * u i + c ^ 2 * ∑ i : Fin (n + 1), m i := by
    rw [Finset.mul_sum, Finset.mul_sum, ← Finset.sum_add_distrib, ← Finset.sum_add_distrib]
    refine Finset.sum_congr rfl fun i _ => ?_
    rw [hc i]
    ring
  have key : ∀ M : ℝ, M ≠ 0 → (c * M) ^ 2 / M = c ^ 2 * M := by
    intro M h
    rw [div_eq_iff h]
    ring
  rw [hT, hP, hsum, hen, key _ hM]
  ring

end

end LinearChainWilsonG
```

The left side is twice the kinetic energy, and `⬝ᵥ` is the dot product. The names `w`, `u` and `c` are those of the derivation by hand. The step `hstep` shows by induction along the chain that v − u is uniform, `hsum` that u carries no momentum, and `hen` that its energy term is the quadratic form of G⁻¹. `hP` and `hT` expand the momentum and the energy in u and c, and the last lines combine them.

```lean
#print axioms LinearChainWilsonG.chainG_apply
#print axioms LinearChainWilsonG.chainG_inverse
#print axioms LinearChainWilsonG.chainG_inverse_equal_masses
#print axioms LinearChainWilsonG.kinetic_energy_split
```

```
'LinearChainWilsonG.chainG_apply' depends on axioms: [propext, Classical.choice, Quot.sound]
'LinearChainWilsonG.chainG_inverse' depends on axioms: [propext, Classical.choice, Quot.sound]
'LinearChainWilsonG.chainG_inverse_equal_masses' depends on axioms: [propext, Classical.choice, Quot.sound]
'LinearChainWilsonG.kinetic_energy_split' depends on axioms: [propext, Classical.choice, Quot.sound]
```
